# Closed formulas for tr Jz², tr Jz⁴ and tr(Jx²Jy²) at every spin j

If a code replaces a quantum spin $j>0$ by a classical vector of length $\sqrt{j(j+1)}$, the infinite-temperature average of $J_z^2$ comes out right and that of $J_z^4$ comes out wrong. With the single-ion term $DJ_z^2$, a spin 1/2 then acquires an energy variance of $D^2/20$, although its two levels are degenerate. The quantum traces remove this error. With $\hbar=1$, $N=2j$ any natural number, $n=2j+1$ and $X=j(j+1)$, they are

$$\operatorname{tr}J_z^2=\frac{nX}{3},\qquad \operatorname{tr}J_z^4=\frac{nX(3X-1)}{15},\qquad \operatorname{tr}(J_x^2J_y^2)=\frac{nX(2X+1)}{30}.$$

## One-site factors in high-temperature series

The coefficients of a high-temperature series are built from traces over all states, and the trace of a product of operators on different sites factors into one-site traces. Traces like the three above enter the series when two or four spin operators meet on a site; other products, such as $J_xJ_yJ_xJ_y$, have traces of their own. The three formulas can also test a routine that builds spin matrices. Dividing by $n$ gives averages.

For an isolated spin with $H=DJ_z^2$, the infinite-temperature variance is

$$D^2\left[\frac{X(3X-1)}{15}-\frac{X^2}{9}\right]=\frac{D^2\,j(j+1)(2j-1)(2j+3)}{45}.$$

Divided by $k_BT^2$, it gives the leading high-temperature heat capacity.

## From ladder matrices to traces

Number the states $k=0,\dots,N$, with $m=j-k$. The raising matrix $P=J_+$ takes state $k$ to $k-1$ with amplitude $\sqrt{k(N+1-k)}$, and $M=J_-$ is its transpose. Write $Z=J_z$. On state $k$,

$$PM=(k+1)(N-k)=X-m^2+m,\qquad MP=k(N+1-k)=X-m^2-m.$$

Both products are diagonal, so $[P,M]=2Z$. Raising increases $m$ by one, so $[Z,P]=P$, and transposing gives $[M,Z]=M$. With $J_x=(P+M)/2$ and $J_y=(P-M)/(2i)$, these give $[J_x,J_y]=iJ_z$ and its cyclic permutations.

For the powers of $Z$, let $n$ for the moment be any natural number. Induction on $n$ gives, for any $x$,

$$\sum_{k=0}^{n-1}(x-k)^2=nx^2-xn(n-1)+\frac{n(n-1)(2n-1)}{6},$$

$$\begin{aligned}\sum_{k=0}^{n-1}(x-k)^4={}&nx^4-2x^3n(n-1)+x^2n(n-1)(2n-1)-xn^2(n-1)^2\\&+\frac{n(n-1)(2n-1)(3n^2-3n-1)}{30}.\end{aligned}$$

Both sides vanish at $n=0$, and from $n$ to $n+1$ the right sides grow by $(x-n)^2$ and $(x-n)^4$. Setting $x=j$ and $n=2j+1$ gives the first two traces.

For the mixed trace, put $A=P^2+M^2$ and $B=PM+MP$. Then

$$J_x^2J_y^2=-\tfrac1{16}(A+B)(A-B)=-\tfrac1{16}\left(A^2-B^2+[B,A]\right).$$

The commutator is traceless. Since $[Z,P^4]=4P^4$, also $\operatorname{tr}P^4=0$, and by transposition $\operatorname{tr}M^4=0$. Cyclicity leaves $\operatorname{tr}A^2=2\operatorname{tr}(MP\,PM)$, where

$$MP\,PM=X^2-(2X+1)Z^2+Z^4,\qquad B^2=4X^2-8XZ^2+4Z^4.$$

Hence

$$\operatorname{tr}(J_x^2J_y^2)=\tfrac18\left[nX^2-(2X-1)\operatorname{tr}Z^2+\operatorname{tr}Z^4\right]=\frac{nX(2X+1)}{30}.$$

## The Lean file

```lean
import Mathlib

open Matrix

namespace SpinTraces

noncomputable section

/-- The spin quantum number `j = N/2`, where `N = 2j` is a natural number. -/
def spin (N : ℕ) : ℂ := (N : ℂ) / 2

/-- The matrix `Jz`, diagonal with the magnetic quantum numbers `j, j-1, ..., -j`. -/
def Jz (N : ℕ) : Matrix (Fin (N + 1)) (Fin (N + 1)) ℂ :=
  Matrix.diagonal fun k => spin N - ((k : ℕ) : ℂ)

/-- The ladder amplitude `√((j-m)(j+m+1))` for raising the state `m = j - b`, with `b ≤ 2j`. -/
def amp (N b : ℕ) : ℝ := Real.sqrt ((b : ℝ) * ((N : ℝ) + 1 - b))

/-- The raising matrix `J₊`, which takes the state `m < j` to `m + 1`, multiplied by the ladder
amplitude `amp`, and the top state `m = j` to zero. -/
def raising (N : ℕ) : Matrix (Fin (N + 1)) (Fin (N + 1)) ℂ :=
  fun a b => if (a : ℕ) + 1 = (b : ℕ) then (amp N b : ℂ) else 0

/-- The lowering matrix `J₋`, the transpose of the real matrix `J₊`. -/
def lowering (N : ℕ) : Matrix (Fin (N + 1)) (Fin (N + 1)) ℂ := (raising N)ᵀ

/-- The matrix `Jx = (J₊ + J₋)/2`. -/
def Jx (N : ℕ) : Matrix (Fin (N + 1)) (Fin (N + 1)) ℂ :=
  (1 / 2 : ℂ) • (raising N + lowering N)

/-- The matrix `Jy = (J₊ - J₋)/(2i)`. -/
def Jy (N : ℕ) : Matrix (Fin (N + 1)) (Fin (N + 1)) ℂ :=
  (-(Complex.I / 2)) • (raising N - lowering N)

lemma amp_sq (N b : ℕ) (h : b ≤ N + 1) :
    (amp N b : ℂ) * (amp N b : ℂ) = (b : ℂ) * ((N : ℂ) + 1 - b) := by
  have h' : (b : ℝ) ≤ (N : ℝ) + 1 := by exact_mod_cast h
  have e : amp N b * amp N b = (b : ℝ) * ((N : ℝ) + 1 - b) :=
    Real.mul_self_sqrt (mul_nonneg (Nat.cast_nonneg b) (by linarith))
  rw [← Complex.ofReal_mul, e]
  push_cast
  rfl

lemma raising_apply (N : ℕ) (a b : Fin (N + 1)) :
    raising N a b = if (a : ℕ) + 1 = (b : ℕ) then (amp N b : ℂ) else 0 := rfl

/-- Lowering and then raising gives `J₊J₋ = j(j+1) - Jz² + Jz`. -/
theorem raising_mul_lowering (N : ℕ) :
    raising N * lowering N = (spin N * (spin N + 1)) • 1 - Jz N ^ 2 + Jz N := by
  ext a c
  rw [Matrix.mul_apply]
  by_cases h : a = c
  · subst h
    simp only [Jz, Matrix.diagonal_pow, Matrix.add_apply, Matrix.sub_apply, Matrix.smul_apply,
      Matrix.one_apply_eq, Matrix.diagonal_apply_eq, Pi.pow_apply, smul_eq_mul]
    have e : ∑ b, raising N a b * lowering N b a = ((a : ℕ) + 1 : ℂ) * ((N : ℂ) - (a : ℕ)) := by
      by_cases ha : (a : ℕ) < N
      · -- only the state with index `a + 1`, one step lower in `m`, contributes
        rw [Finset.sum_eq_single (⟨(a : ℕ) + 1, by omega⟩ : Fin (N + 1))]
        · have e1 : raising N a ⟨(a : ℕ) + 1, by omega⟩ = (amp N ((a : ℕ) + 1) : ℂ) := if_pos rfl
          rw [lowering, Matrix.transpose_apply, e1, amp_sq N _ (by omega)]
          push_cast
          ring
        · intro b _ hb
          have h1 : ¬ ((a : ℕ) + 1 = (b : ℕ)) := fun h1 => hb (Fin.ext h1.symm)
          simp [raising_apply, h1]
        · simp
      · have hN : (a : ℕ) = N := by omega
        rw [Finset.sum_eq_zero, hN]
        · ring
        · intro b _
          have h1 : ¬ ((a : ℕ) + 1 = (b : ℕ)) := by omega
          simp [raising_apply, h1]
    rw [e, spin]
    ring
  · rw [Finset.sum_eq_zero]
    · simp [Jz, Matrix.diagonal_pow, h]
    · intro b _
      rw [lowering, Matrix.transpose_apply, raising_apply, raising_apply]
      by_cases h1 : (a : ℕ) + 1 = (b : ℕ)
      · have h2 : ¬ ((c : ℕ) + 1 = (b : ℕ)) := fun h2 => h (Fin.ext (by omega))
        rw [if_neg h2, mul_zero]
      · rw [if_neg h1, zero_mul]

/-- Raising and then lowering gives `J₋J₊ = j(j+1) - Jz² - Jz`. -/
theorem lowering_mul_raising (N : ℕ) :
    lowering N * raising N = (spin N * (spin N + 1)) • 1 - Jz N ^ 2 - Jz N := by
  ext a c
  rw [Matrix.mul_apply]
  by_cases h : a = c
  · subst h
    simp only [Jz, Matrix.diagonal_pow, Matrix.sub_apply, Matrix.smul_apply,
      Matrix.one_apply_eq, Matrix.diagonal_apply_eq, Pi.pow_apply, smul_eq_mul]
    have e : ∑ b, lowering N a b * raising N b a = ((a : ℕ) : ℂ) * ((N : ℂ) + 1 - (a : ℕ)) := by
      by_cases ha : 0 < (a : ℕ)
      · -- only the state with index `a - 1`, one step higher in `m`, contributes
        rw [Finset.sum_eq_single (⟨(a : ℕ) - 1, by omega⟩ : Fin (N + 1))]
        · have e1 : raising N ⟨(a : ℕ) - 1, by omega⟩ a = (amp N (a : ℕ) : ℂ) :=
            if_pos (Nat.sub_add_cancel ha)
          rw [lowering, Matrix.transpose_apply, e1, amp_sq N _ (by omega)]
        · intro b _ hb
          have h1 : ¬ ((b : ℕ) + 1 = (a : ℕ)) := fun h1 =>
            hb (Fin.ext (show (b : ℕ) = (a : ℕ) - 1 by omega))
          rw [raising_apply, if_neg h1, mul_zero]
        · simp
      · have h0 : (a : ℕ) = 0 := by omega
        rw [Finset.sum_eq_zero, h0]
        · simp
        · intro b _
          have h1 : ¬ ((b : ℕ) + 1 = (a : ℕ)) := by omega
          rw [raising_apply, if_neg h1, mul_zero]
    rw [e, spin]
    ring
  · rw [Finset.sum_eq_zero]
    · simp [Jz, Matrix.diagonal_pow, h]
    · intro b _
      rw [lowering, Matrix.transpose_apply, raising_apply, raising_apply]
      by_cases h1 : (b : ℕ) + 1 = (a : ℕ)
      · have h2 : ¬ ((b : ℕ) + 1 = (c : ℕ)) := fun h2 => h (Fin.ext (by omega))
        rw [if_neg h2, mul_zero]
      · rw [if_neg h1, zero_mul]

lemma Jz_raising (N : ℕ) : Jz N * raising N - raising N * Jz N = raising N := by
  ext a b
  rw [Matrix.sub_apply, Jz, Matrix.diagonal_mul, Matrix.mul_diagonal, raising_apply]
  split_ifs with h
  · have hb : ((b : ℕ) : ℂ) = (a : ℕ) + 1 := by exact_mod_cast h.symm
    linear_combination (amp N b : ℂ) * hb
  · ring

/-- The matrices obey the angular momentum algebra `[Jx,Jy] = iJz` and its cyclic permutations. -/
theorem spin_commutators (N : ℕ) :
    Jx N * Jy N - Jy N * Jx N = Complex.I • Jz N ∧
    Jy N * Jz N - Jz N * Jy N = Complex.I • Jx N ∧
    Jz N * Jx N - Jx N * Jz N = Complex.I • Jy N := by
  have hp := Jz_raising N
  have hm : lowering N * Jz N - Jz N * lowering N = lowering N := by
    have t := congrArg Matrix.transpose hp
    rw [Matrix.transpose_sub, Matrix.transpose_mul, Matrix.transpose_mul] at t
    have hz : (Jz N)ᵀ = Jz N := Matrix.diagonal_transpose _
    rwa [hz] at t
  have h : raising N * lowering N - lowering N * raising N = (2 : ℂ) • Jz N := by
    rw [raising_mul_lowering, lowering_mul_raising]
    module
  refine ⟨?_, ?_, ?_⟩
  · have e : Jx N * Jy N - Jy N * Jx N =
        (Complex.I / 2) • (raising N * lowering N - lowering N * raising N) := by
      simp only [Jx, Jy, smul_mul_assoc, mul_smul_comm, mul_add, add_mul, mul_sub, sub_mul]
      module
    rw [e, h]
    module
  · have e : Jy N * Jz N - Jz N * Jy N = (Complex.I / 2) •
        ((Jz N * raising N - raising N * Jz N) + (lowering N * Jz N - Jz N * lowering N)) := by
      simp only [Jy, smul_mul_assoc, mul_smul_comm, mul_sub, sub_mul]
      module
    rw [e, hp, hm, Jx]
    module
  · have e : Jz N * Jx N - Jx N * Jz N = (1 / 2 : ℂ) •
        ((Jz N * raising N - raising N * Jz N) - (lowering N * Jz N - Jz N * lowering N)) := by
      simp only [Jx, smul_mul_assoc, mul_smul_comm, mul_add, add_mul]
      module
    have hI : Complex.I * (-(Complex.I / 2)) = 1 / 2 := by
      linear_combination (-1 / 2 : ℂ) * Complex.I_sq
    rw [e, hp, hm, Jy, smul_smul, hI]

lemma trace_Jz_pow (N p : ℕ) :
    trace (Jz N ^ p) = ∑ k ∈ Finset.range (N + 1), (spin N - (k : ℂ)) ^ p := by
  rw [Jz, Matrix.diagonal_pow, Matrix.trace_diagonal]
  exact Fin.sum_univ_eq_sum_range (fun k : ℕ => (spin N - (k : ℂ)) ^ p) (N + 1)

/-- The second moment: `tr Jz² = j(j+1)(2j+1)/3`. -/
theorem trace_Jz_sq (N : ℕ) :
    trace (Jz N ^ 2) = spin N * (spin N + 1) * (2 * spin N + 1) / 3 := by
  have s : ∀ (x : ℂ) (n : ℕ), ∑ k ∈ Finset.range n, (x - (k : ℂ)) ^ 2 =
      n * x ^ 2 - x * n * (n - 1) + n * (n - 1) * (2 * n - 1) / 6 := by
    intro x n
    induction n with
    | zero => simp
    | succ n ih => rw [Finset.sum_range_succ, ih]; push_cast; ring
  rw [trace_Jz_pow, s, spin]
  push_cast
  ring

/-- The fourth moment: `tr Jz⁴ = j(j+1)(2j+1)(3j²+3j-1)/15`. -/
theorem trace_Jz_four (N : ℕ) :
    trace (Jz N ^ 4) =
      spin N * (spin N + 1) * (2 * spin N + 1) * (3 * spin N ^ 2 + 3 * spin N - 1) / 15 := by
  have s : ∀ (x : ℂ) (n : ℕ), ∑ k ∈ Finset.range n, (x - (k : ℂ)) ^ 4 =
      n * x ^ 4 - 2 * x ^ 3 * n * (n - 1) + x ^ 2 * n * (n - 1) * (2 * n - 1)
        - x * n ^ 2 * (n - 1) ^ 2 + n * (n - 1) * (2 * n - 1) * (3 * n ^ 2 - 3 * n - 1) / 30 := by
    intro x n
    induction n with
    | zero => simp
    | succ n ih => rw [Finset.sum_range_succ, ih]; push_cast; ring
  rw [trace_Jz_pow, s, spin]
  push_cast
  ring

lemma trace_raising_four (N : ℕ) : trace (raising N ^ 4) = 0 := by
  have h := Jz_raising N
  generalize raising N = P at *
  generalize Jz N = Z at *
  -- the fourth power of the raising matrix shifts the weight by four
  have e : Z * P ^ 4 - P ^ 4 * Z = (Z * P - P * Z) * P ^ 3 + P * (Z * P - P * Z) * P ^ 2
      + P ^ 2 * (Z * P - P * Z) * P + P ^ 3 * (Z * P - P * Z) := by noncomm_ring
  have e2 : Z * P ^ 4 - P ^ 4 * Z = P ^ 4 + P ^ 4 + P ^ 4 + P ^ 4 := by
    rw [e, h]
    noncomm_ring
  have t := congrArg trace e2
  rw [Matrix.trace_sub, Matrix.trace_mul_comm Z (P ^ 4), sub_self] at t
  simp only [Matrix.trace_add] at t
  linear_combination (-1 / 4 : ℂ) * t

lemma trace_ladder {n : ℕ} (P M : Matrix (Fin n) (Fin n) ℂ)
    (hP : trace (P ^ 4) = 0) (hM : trace (M ^ 4) = 0) :
    trace ((P + M) ^ 2 * (P - M) ^ 2) =
      2 * trace (M * P * (P * M)) - trace ((P * M + M * P) ^ 2) := by
  have e : (P + M) ^ 2 * (P - M) ^ 2 = P ^ 4 + M ^ 4 + P * P * M * M + M * M * (P * P)
      - (P * M + M * P) ^ 2 + ((P * M + M * P) * (P * P + M * M)
      - (P * P + M * M) * (P * M + M * P)) := by noncomm_ring
  have h1 : trace (P * P * M * M) = trace (M * P * (P * M)) := by
    rw [Matrix.trace_mul_comm (P * P * M) M]
    simp only [mul_assoc]
  have h2 : trace (M * M * (P * P)) = trace (M * P * (P * M)) := by
    rw [Matrix.trace_mul_comm (M * M) (P * P), ← h1]
    simp only [mul_assoc]
  have h3 := Matrix.trace_mul_comm (P * M + M * P) (P * P + M * M)
  rw [e, Matrix.trace_add, Matrix.trace_sub, Matrix.trace_sub, Matrix.trace_add,
    Matrix.trace_add, Matrix.trace_add]
  linear_combination hP + hM + h1 + h2 + h3

/-- The mixed fourth moment: `tr(Jx²Jy²) = j(j+1)(2j+1)(2j²+2j+1)/30`. -/
theorem trace_Jx_sq_mul_Jy_sq (N : ℕ) :
    trace (Jx N ^ 2 * Jy N ^ 2) =
      spin N * (spin N + 1) * (2 * spin N + 1) * (2 * spin N ^ 2 + 2 * spin N + 1) / 30 := by
  have hM : trace (lowering N ^ 4) = 0 := by
    rw [lowering, ← Matrix.transpose_pow, Matrix.trace_transpose, trace_raising_four]
  have hI : (1 / 2 : ℂ) ^ 2 * (-(Complex.I / 2)) ^ 2 = -(1 / 16) := by
    linear_combination (1 / 16 : ℂ) * Complex.I_sq
  -- both surviving ladder products are polynomials in Jz
  have e1 : ∀ (c : ℂ) (Z : Matrix (Fin (N + 1)) (Fin (N + 1)) ℂ),
      (c • 1 - Z ^ 2 - Z) * (c • 1 - Z ^ 2 + Z) =
        (c ^ 2) • 1 - (2 * c + 1) • Z ^ 2 + Z ^ 4 := by
    intro c Z
    simp only [pow_succ, pow_zero, one_mul, mul_add, mul_sub, sub_mul, smul_mul_assoc,
      mul_smul_comm, mul_one, mul_assoc]
    module
  have e2 : ∀ (c : ℂ) (Z : Matrix (Fin (N + 1)) (Fin (N + 1)) ℂ),
      (c • 1 - Z ^ 2 + Z + (c • 1 - Z ^ 2 - Z)) ^ 2 =
        (4 * c ^ 2) • 1 - (8 * c) • Z ^ 2 + (4 : ℂ) • Z ^ 4 := by
    intro c Z
    simp only [pow_succ, pow_zero, one_mul, mul_add, add_mul, mul_sub, sub_mul, smul_mul_assoc,
      mul_smul_comm, mul_one, mul_assoc]
    module
  rw [Jx, Jy, smul_pow, smul_pow, smul_mul_smul_comm, hI, Matrix.trace_smul,
    trace_ladder _ _ (trace_raising_four N) hM, raising_mul_lowering, lowering_mul_raising, e1, e2]
  simp only [Matrix.trace_add, Matrix.trace_sub, Matrix.trace_smul, Matrix.trace_one,
    Fintype.card_fin, smul_eq_mul, trace_Jz_sq, trace_Jz_four]
  rw [spin]
  push_cast
  ring

/-- For the single-ion anisotropy `H = D Jz²`, the variance of the energy over the equally
weighted `2j+1` states is `D² j(j+1)(2j-1)(2j+3)/45`. -/
theorem anisotropy_variance (N : ℕ) (D : ℝ) :
    trace (((D : ℂ) • Jz N ^ 2) ^ 2) / (2 * spin N + 1)
        - (trace ((D : ℂ) • Jz N ^ 2) / (2 * spin N + 1)) ^ 2 =
      (D : ℂ) ^ 2 * (spin N * (spin N + 1) * (2 * spin N - 1) * (2 * spin N + 3)) / 45 := by
  have hd : 2 * spin N + 1 ≠ 0 := by
    have e : 2 * spin N + 1 = (N : ℂ) + 1 := by rw [spin]; ring
    rw [e]
    exact Nat.cast_add_one_ne_zero N
  have h4 : (Jz N ^ 2) ^ 2 = Jz N ^ 4 := by rw [← pow_mul]
  rw [smul_pow, h4, Matrix.trace_smul, Matrix.trace_smul, trace_Jz_sq, trace_Jz_four,
    smul_eq_mul, smul_eq_mul]
  generalize spin N = j at *
  -- the number of states cancels from both averages
  have a1 : (D : ℂ) ^ 2 * (j * (j + 1) * (2 * j + 1) * (3 * j ^ 2 + 3 * j - 1) / 15) / (2 * j + 1)
      = (D : ℂ) ^ 2 * (j * (j + 1) * (3 * j ^ 2 + 3 * j - 1) / 15) := by
    rw [div_eq_iff hd]
    ring
  have a2 : (D : ℂ) * (j * (j + 1) * (2 * j + 1) / 3) / (2 * j + 1)
      = (D : ℂ) * (j * (j + 1) / 3) := by
    rw [div_eq_iff hd]
    ring
  rw [a1, a2]
  ring

end

end SpinTraces
```

```lean
#print axioms SpinTraces.spin_commutators
#print axioms SpinTraces.trace_Jx_sq_mul_Jy_sq
#print axioms SpinTraces.anisotropy_variance
```

```
'SpinTraces.spin_commutators' depends on axioms: [propext, Classical.choice, Quot.sound]
'SpinTraces.trace_Jx_sq_mul_Jy_sq' depends on axioms: [propext, Classical.choice, Quot.sound]
'SpinTraces.anisotropy_variance' depends on axioms: [propext, Classical.choice, Quot.sound]
```

## What is established for the explicit matrices

`N` is $2j$, `spin N` is $j$ as a complex number, and `Fin (N + 1)` labels the states from $m=j$ downwards. The theorems `trace_Jz_sq`, `trace_Jz_four` and `trace_Jx_sq_mul_Jy_sq` state the three traces for every `N`, including spin zero. They assume no commutation relation: `spin_commutators` derives the algebra from the matrix entries.

In `raising_mul_lowering` and `lowering_mul_raising`, `Finset.sum_eq_single` picks out the one intermediate state that contributes, and the end states are treated separately. `trace_Jz_pow` turns a trace into a power sum, which is then evaluated by `induction`. `trace_raising_four` uses only the commutator `Jz_raising`. `trace_ladder` is the $A,B$ expansion for any two square matrices whose fourth powers are traceless: `noncomm_ring` expands the product and `Matrix.trace_mul_comm` supplies cyclicity. The mixed trace then follows from the polynomials `e1` and `e2`.

`anisotropy_variance` takes a real `D` and equal weights on the $2j+1$ states. Temperature does not enter it, so the step to the heat capacity rests on ordinary statistical mechanics. The theorems concern a single spin and exact complex numbers; a program's rounding, its lattice sums and the convergence of its series need their own checks.
